# Finite-level scattering functions with distinct levels and nonzero strengths are fixed by n + m energies

A PAW dataset can reproduce the all-electron scattering at every energy where it was compared and still contain a ghost state, a level that the atom does not have. If too few energies are compared, the strengths of the spurious and the true levels can balance at exactly those energies. The ghost can then show up later, as a wrong band or a wrong ground state.

For a spherical local potential and one angular momentum, the ratio of the radial function to its derivative at the surface of a sphere is a sum of simple poles in the energy. The poles lie where the derivative vanishes at the surface. They are the levels of the sphere with this boundary condition, not the bound levels of the free atom, and in this model a ghost means any pole that the all-electron function does not have, so a displaced level counts as well. We keep finitely many poles. Let the reference and the trial model have the scattering functions

$$f(e)=\sum_{i=1}^{n}\frac{w_i}{a_i-e},\qquad g(e)=\sum_{j=1}^{m}\frac{v_j}{b_j-e},$$

with real levels $a_i$, $b_j$ and real strengths $w_i$, $v_j$. Suppose that the levels are distinct within each model and that all strengths are nonzero. If $f=g$ at $n+m$ or more distinct energies away from all levels, the two models have the same levels with the same strengths. For two $n$-level models, $2n$ energies are enough.

## Counting the zeros of a pole sum

Let $S$ be a finite set of energies, and let $F(e)=\sum_{p\in S}c_p/(p-e)$ vanish at $|S|$ or more energies outside $S$. Multiplying by $-\prod_{q\in S}(e-q)$ gives the polynomial

$$N(e)=\sum_{p\in S}c_p\prod_{q\in S,\,q\ne p}(e-q).$$

Its degree is below $|S|$ and it has at least $|S|$ zeros, so $N=0$. At $e=p$ only one term survives, $c_p\prod_{q\ne p}(p-q)=0$, and hence $c_p=0$.

Now let $s_a(p)$ be the sum of the strengths $w_i$ of all levels with $a_i=p$, define $s_b(p)$ likewise, and let $S$ be the set of all levels of the two models. Then $|S|\le n+m$ and

$$f(e)-g(e)=\sum_{p\in S}\frac{s_a(p)-s_b(p)}{p-e}.$$

If this vanishes at $n+m$ energies, $s_a=s_b$ on $S$; outside $S$ both are zero. Since the $a_i$ are distinct, $s_b(a_i)=s_a(a_i)=w_i\neq0$, so some $b_j$ equals $a_i$. It is the only one, and $v_j=s_b(b_j)=w_i$. Exchanging the models gives a partner for every $b_j$, so the matching is one to one.

## Ghosts that pass two checks

Take a reference with one level at $0$ of strength $6$, and a trial model with levels at $-1$ and $1$ of strengths $6$ and $1$:

$$f(e)=-\frac6e,\qquad g(e)=\frac{6}{-1-e}+\frac{1}{1-e}.$$

The reference has neither of the trial levels, so both are ghosts. At $e=2$ both functions equal $-3$, and at $e=3$ both equal $-2$. Here $n+m=3$, so a third energy must reveal the difference: at $e=5$ we find $f=-6/5$ and $g=-5/4$.

These strengths come from a general recipe. Let $E$ be a set of fewer than $n+m$ energies, let $x_k$ run through all $n+m$ levels, pairwise distinct and outside $E$, and put $P(e)=\prod_{\varepsilon\in E}(e-\varepsilon)$ and $W_k=\prod_{l\ne k}(x_k-x_l)^{-1}$. Since $\deg P<n+m$, Lagrange interpolation gives

$$P(e)=\prod_l(e-x_l)\,\sum_k\frac{W_kP(x_k)}{e-x_k}.$$

At every energy in $E$ the left side vanishes and the product does not, so the sum is zero. Taking $W_kP(x_k)$ as strengths in the first model and $-W_kP(x_k)$ in the second makes $f=g$ on $E$. In the example this yields $-6$, $-6$ and $-1$; a common change of sign gives the values used above.

## Levels, strengths and checked energies in Lean

The finite types `ι` and `κ` label the levels of the two models, so $n$ and $m$ are `Fintype.card ι` and `Fintype.card κ`.

```lean
import Mathlib

open Finset

namespace GhostScattering

noncomputable section

variable {ι κ : Type*} [Fintype ι] [Fintype κ]
```

The name `response` stands for the scattering function, not for a linear-response function.

```lean
/-- The scattering function `∑ w i / (a i - e)` of a model with levels `a i` and strengths `w i`,
for energies `e` different from every level. -/
def response (a w : ι → ℝ) (e : ℝ) : ℝ := ∑ i, w i / (a i - e)
```

The total strength $s_a(p)$ is `strengthAt a w p`.

```lean
/-- The total strength of all levels that lie at the energy `p`. -/
def strengthAt (a w : ι → ℝ) (p : ℝ) : ℝ := ∑ i, if a i = p then w i else 0
```

A model could also have been a finitely supported function from energies to strengths. Distinctness and nonzero strengths would then be built in, and the conclusion would be an equality of functions instead of a matching of labels. The labelled form stays closer to a list of levels and also admits degenerate ones.

## From vanishing residues to equal strengths

The first theorem is the zero count. Lean obtains $N$ as the interpolation polynomial with value `c p / Lagrange.nodalWeight S id p` at each $p$, which is $c_p\prod_{q\ne p}(p-q)$. The degree bound and the zeros in `E` make it vanish, and evaluation at a node returns $c_p=0$.

```lean
/-- If a sum of simple poles on a finite set `S` vanishes at no fewer energies than it has poles,
all of them off the poles, then every residue is zero. -/
theorem residues_eq_zero (S E : Finset ℝ) (c : ℝ → ℝ) (hcard : S.card ≤ E.card)
    (hE : ∀ e ∈ E, e ∉ S) (h : ∀ e ∈ E, ∑ p ∈ S, c p / (p - e) = 0) :
    ∀ p ∈ S, c p = 0 := by
  have hinj : Set.InjOn (id : ℝ → ℝ) (S : Set ℝ) := fun _ _ _ _ hxy => hxy
  have hW : ∀ p ∈ S, Lagrange.nodalWeight S id p ≠ 0 :=
    fun p hp => Lagrange.nodalWeight_ne_zero hinj hp
  -- the numerator polynomial of the pole sum has too many zeros
  have hP : Lagrange.interpolate S id (fun p => c p / Lagrange.nodalWeight S id p) = 0 := by
    refine Polynomial.eq_zero_of_degree_lt_of_eval_finset_eq_zero (s := E) ?_ ?_
    · exact lt_of_lt_of_le (Lagrange.degree_interpolate_lt _ hinj) (by exact_mod_cast hcard)
    · intro e he
      rw [Lagrange.eval_interpolate_not_at_node]
      · have hs : ∑ p ∈ S, Lagrange.nodalWeight S id p * (e - id p)⁻¹ *
            (c p / Lagrange.nodalWeight S id p) = -∑ p ∈ S, c p / (p - e) := by
          rw [← Finset.sum_neg_distrib]
          refine Finset.sum_congr rfl fun p hp => ?_
          have hw := hW p hp
          have hne : e - p ≠ 0 := sub_ne_zero.mpr fun hep => hE e he (hep ▸ hp)
          change _ * (e - p)⁻¹ * _ = _
          rw [← neg_sub e p, div_neg, neg_neg]
          field_simp
        rw [hs, h e he, neg_zero, mul_zero]
      · intro p hp hep
        exact hE e he (by rw [hep]; exact hp)
  intro p hp
  have hev := Lagrange.eval_interpolate_at_node
    (fun p => c p / Lagrange.nodalWeight S id p) hinj hp
  rw [hP, Polynomial.eval_zero] at hev
  exact (div_eq_zero_iff.mp hev.symm).resolve_right (hW p hp)
```

Next, levels are grouped by position. Exchanging the two sums leaves, for each $i$, only the term $p=a_i$.

```lean
/-- The scattering function is the pole sum of the total strengths over any finite set of energies
that contains all levels. -/
theorem response_eq_sum_strengthAt (a w : ι → ℝ) (S : Finset ℝ) (hS : ∀ i, a i ∈ S) (e : ℝ) :
    response a w e = ∑ p ∈ S, strengthAt a w p / (p - e) := by
  unfold response strengthAt
  simp_rw [Finset.sum_div]
  rw [Finset.sum_comm]
  refine Finset.sum_congr rfl fun i _ => ?_
  rw [Finset.sum_eq_single (a i)]
  · rw [if_pos rfl]
  · intro p _ hp
    rw [if_neg (Ne.symm hp), zero_div]
  · intro hi
    exact absurd (hS i) hi
```

With distinct levels, expressed by `Function.Injective a`, only level $i$ contributes at $a_i$.

```lean
/-- When the levels are distinct, the total strength at a level is the strength of that level. -/
theorem strengthAt_level {a : ι → ℝ} (ha : Function.Injective a) (w : ι → ℝ) (i : ι) :
    strengthAt a w (a i) = w i := by
  unfold strengthAt
  rw [Finset.sum_eq_single i]
  · rw [if_pos rfl]
  · intro j _ hj
    exact if_neg fun h => hj (ha h)
  · intro hi
    exact absurd (Finset.mem_univ i) hi
```

The comparison applies the zero count to the union of both level sets. Here `E` is the set of checked energies, `hcard` says that it has at least $n+m$ elements, and `hE` keeps it away from all levels. The case distinction on `p` separates the union from the energies where both strengths are zero.

```lean
/-- If an `n`-level and an `m`-level scattering function agree at `n + m` or more energies away
from all levels, the two models have the same total strength at every energy. -/
theorem strengthAt_eq_of_agree {a w : ι → ℝ} {b v : κ → ℝ} {E : Finset ℝ}
    (hcard : Fintype.card ι + Fintype.card κ ≤ E.card)
    (hE : ∀ e ∈ E, (∀ i, a i ≠ e) ∧ ∀ j, b j ≠ e)
    (h : ∀ e ∈ E, response a w e = response b v e) (p : ℝ) :
    strengthAt a w p = strengthAt b v p := by
  have haS : ∀ i, a i ∈ univ.image a ∪ univ.image b := fun i =>
    mem_union_left _ (mem_image_of_mem a (mem_univ i))
  have hbS : ∀ j, b j ∈ univ.image a ∪ univ.image b := fun j =>
    mem_union_right _ (mem_image_of_mem b (mem_univ j))
  by_cases hp : p ∈ univ.image a ∪ univ.image b
  · refine sub_eq_zero.mp (residues_eq_zero (univ.image a ∪ univ.image b) E
      (fun q => strengthAt a w q - strengthAt b v q) ?_ ?_ ?_ p hp)
    · exact (card_union_le _ _).trans
        ((add_le_add card_image_le card_image_le).trans hcard)
    · intro e he hmem
      rcases mem_union.mp hmem with h1 | h1
      · obtain ⟨i, _, hi⟩ := mem_image.mp h1
        exact (hE e he).1 i hi
      · obtain ⟨j, _, hj⟩ := mem_image.mp h1
        exact (hE e he).2 j hj
    · intro e he
      simp only [sub_div, Finset.sum_sub_distrib]
      rw [← response_eq_sum_strengthAt a w _ haS, ← response_eq_sum_strengthAt b v _ hbS,
        h e he, sub_self]
  · -- away from all levels both strengths vanish
    have h1 : strengthAt a w p = 0 :=
      Finset.sum_eq_zero fun i _ => if_neg fun hi : a i = p => hp (hi ▸ haS i)
    have h2 : strengthAt b v p = 0 :=
      Finset.sum_eq_zero fun j _ => if_neg fun hj : b j = p => hp (hj ▸ hbS j)
    rw [h1, h2]
```

## Detecting a ghost and matching the levels

A ghost is a level `b j` of nonzero strength that is absent from `a`. If no energy in `E` showed a mismatch, the total strengths at `b j` would agree, although one is `v j` and the other zero. The reference may have degenerate levels and arbitrary strengths.

```lean
/-- A level `b j` of nonzero strength that is missing from the reference model `a` is detected:
among any `n + m` or more energies away from all levels, at least one shows a mismatch.
The levels `b` are distinct. -/
theorem ghost_detected {a w : ι → ℝ} {b v : κ → ℝ} {E : Finset ℝ}
    (hb : Function.Injective b) (j : κ) (hv : v j ≠ 0) (hghost : ∀ i, a i ≠ b j)
    (hcard : Fintype.card ι + Fintype.card κ ≤ E.card)
    (hE : ∀ e ∈ E, (∀ i, a i ≠ e) ∧ ∀ j, b j ≠ e) :
    ∃ e ∈ E, response a w e ≠ response b v e := by
  by_contra hcon
  push Not at hcon
  have hs := strengthAt_eq_of_agree hcard hE hcon (b j)
  rw [strengthAt_level hb] at hs
  exact hv (hs.symm.trans (Finset.sum_eq_zero fun i _ => if_neg (hghost i)))
```

In the identification theorem, the equivalence `σ : ι ≃ κ` is the one-to-one matching, and it forces $n=m$. The facts `hab` and `hba` supply partners in both directions; `choose` turns them into maps, and distinctness makes these inverse to each other.

```lean
/-- Let an `n`-level and an `m`-level model each have distinct levels and nonzero strengths. If
their scattering functions agree at `n + m` or more energies away from all levels, the levels
correspond one to one, with equal positions and equal strengths. -/
theorem levels_coincide {a w : ι → ℝ} {b v : κ → ℝ} {E : Finset ℝ}
    (ha : Function.Injective a) (hb : Function.Injective b)
    (hw : ∀ i, w i ≠ 0) (hv : ∀ j, v j ≠ 0)
    (hcard : Fintype.card ι + Fintype.card κ ≤ E.card)
    (hE : ∀ e ∈ E, (∀ i, a i ≠ e) ∧ ∀ j, b j ≠ e)
    (h : ∀ e ∈ E, response a w e = response b v e) :
    ∃ σ : ι ≃ κ, ∀ i, b (σ i) = a i ∧ v (σ i) = w i := by
  have hs := strengthAt_eq_of_agree hcard hE h
  -- a level without a partner would have total strength zero
  have hab : ∀ i, ∃ j, b j = a i := by
    intro i
    by_contra hcon
    push Not at hcon
    have h0 : strengthAt b v (a i) = 0 := Finset.sum_eq_zero fun j _ => if_neg (hcon j)
    exact hw i (by rw [← strengthAt_level ha w i, hs, h0])
  have hba : ∀ j, ∃ i, a i = b j := by
    intro j
    by_contra hcon
    push Not at hcon
    have h0 : strengthAt a w (b j) = 0 := Finset.sum_eq_zero fun i _ => if_neg (hcon i)
    exact hv j (by rw [← strengthAt_level hb v j, ← hs, h0])
  choose σ hσ using hab
  choose τ hτ using hba
  refine ⟨⟨σ, τ, fun i => ha ((hτ _).trans (hσ i)), fun j => hb ((hσ _).trans (hτ j))⟩,
    fun i => ⟨hσ i, ?_⟩⟩
  change v (σ i) = w i
  rw [← strengthAt_level hb v (σ i), hσ i, ← hs, strengthAt_level ha]
```

For a comparison of PAW and all-electron scattering, this gives a number of energies that excludes ghosts of nonzero strength when both functions are finite pole sums of the form above and agree exactly at those energies. The scattering function of a real atom has infinitely many poles, and the theorem does not cover the error made by omitting some of them. For the PAW dataset, the pole form with real levels is itself an assumption, because the PAW overlap operator need not be positive definite.

## Why fewer energies do not suffice

The last theorem is the interpolation recipe. `Sum.elim a b` joins the two lists of levels, and `hab` requires all of them to be distinct, so the models share no level. The strengths obtained are nonzero, but their signs are not controlled, whereas a local potential gives strengths of one sign.

```lean
/-- For any set of fewer than `n + m` energies and any `n + m` distinct levels avoiding it, there
are nonzero strengths for which the scattering functions of the `n`-level and the `m`-level model
agree at all these energies. -/
theorem fewer_checks_fail (a : ι → ℝ) (b : κ → ℝ) (E : Finset ℝ)
    (hab : Function.Injective (Sum.elim a b))
    (hcard : E.card < Fintype.card ι + Fintype.card κ)
    (hE : ∀ e ∈ E, (∀ i, a i ≠ e) ∧ ∀ j, b j ≠ e) :
    ∃ (w : ι → ℝ) (v : κ → ℝ), (∀ i, w i ≠ 0) ∧ (∀ j, v j ≠ 0) ∧
      ∀ e ∈ E, response a w e = response b v e := by
  classical
  have hx : ∀ k, ∀ e ∈ E, Sum.elim a b k ≠ e := by
    rintro (i | j) e he
    · exact (hE e he).1 i
    · exact (hE e he).2 j
  -- the polynomial whose zeros are the checked energies, and the interpolation weights of the levels
  let P : Polynomial ℝ := Lagrange.nodal E id
  let W : ι ⊕ κ → ℝ := Lagrange.nodalWeight univ (Sum.elim a b)
  have hW : ∀ k, W k ≠ 0 := fun k =>
    Lagrange.nodalWeight_ne_zero hab.injOn (mem_univ k)
  have hPk : ∀ k, P.eval (Sum.elim a b k) ≠ 0 := by
    intro k
    change (Lagrange.nodal E id).eval _ ≠ 0
    rw [Lagrange.eval_nodal]
    exact Finset.prod_ne_zero_iff.mpr fun e he => sub_ne_zero.mpr (hx k e he)
  have hdeg : P.degree < (univ : Finset (ι ⊕ κ)).card := by
    change (Lagrange.nodal E id).degree < _
    rw [Lagrange.degree_nodal, Finset.card_univ, Fintype.card_sum]
    exact_mod_cast hcard
  have hint := Lagrange.eq_interpolate (s := univ) (v := Sum.elim a b) hab.injOn hdeg
  refine ⟨fun i => W (Sum.inl i) * P.eval (a i), fun j => -(W (Sum.inr j) * P.eval (b j)),
    fun i => mul_ne_zero (hW _) (hPk (Sum.inl i)),
    fun j => neg_ne_zero.mpr (mul_ne_zero (hW _) (hPk (Sum.inr j))), fun e he => ?_⟩
  have h0 : P.eval e = 0 := by
    change (Lagrange.nodal E id).eval e = 0
    rw [Lagrange.eval_nodal]
    exact Finset.prod_eq_zero he (sub_self e)
  rw [hint, Lagrange.eval_interpolate_not_at_node] at h0
  · have hn : (Lagrange.nodal univ (Sum.elim a b)).eval e ≠ 0 := by
      rw [Lagrange.eval_nodal]
      exact Finset.prod_ne_zero_iff.mpr fun k _ => sub_ne_zero.mpr (hx k e he).symm
    have hsum := (mul_eq_zero.mp h0).resolve_left hn
    rw [Fintype.sum_sum_type] at hsum
    have h1 : response a (fun i => W (Sum.inl i) * P.eval (a i)) e =
        -∑ i, W (Sum.inl i) * (e - a i)⁻¹ * P.eval (a i) := by
      unfold response
      rw [← Finset.sum_neg_distrib]
      refine Finset.sum_congr rfl fun i _ => ?_
      rw [← neg_sub e (a i), div_neg, div_eq_mul_inv]
      ring
    have h2 : response b (fun j => -(W (Sum.inr j) * P.eval (b j))) e =
        ∑ j, W (Sum.inr j) * (e - b j)⁻¹ * P.eval (b j) := by
      unfold response
      refine Finset.sum_congr rfl fun j _ => ?_
      rw [← neg_sub e (b j), div_neg, div_eq_mul_inv]
      ring
    rw [h1, h2]
    exact neg_eq_of_add_eq_zero_right hsum
  · intro k _
    exact (hx k e he).symm

end

end GhostScattering
```

```lean
#print axioms GhostScattering.ghost_detected
#print axioms GhostScattering.levels_coincide
#print axioms GhostScattering.fewer_checks_fail
```

```
'GhostScattering.ghost_detected' depends on axioms: [propext, Classical.choice, Quot.sound]
'GhostScattering.levels_coincide' depends on axioms: [propext, Classical.choice, Quot.sound]
'GhostScattering.fewer_checks_fail' depends on axioms: [propext, Classical.choice, Quot.sound]
```
